# Particle–hole duality of the ground energy and the Levy–Lieb functional on a finite lattice

## Configurations, densities and energies

Place \(N\) identical particles on \(L\) sites, at most one per site, in an external potential \(v\). The same arrangement can be described by its \(M=L-N\) empty sites. How do the ground energy and the density functional change when holes replace particles?

A configuration \(s\) is the set of occupied sites, and \(n_i(s)\) is 1 if \(i\in s\) and 0 otherwise. A state \(\psi\) gives each configuration a complex amplitude; it is normalized if \(\sum_s|\psi(s)|^2=1\). Its density is \(\rho_i=\sum_s n_i(s)|\psi(s)|^2\), and the potential is the diagonal operator \(V(v)=\sum_i v_i n_i\). For a Hermitian matrix \(H\) on the \(N\)-particle configurations, define

\[
E(H)=\min_{\psi\ \text{normalized}}\langle\psi|H|\psi\rangle,\qquad
F(H,\rho)=\inf_{\psi\ \text{normalized},\ \psi\to\rho}\langle\psi|H|\psi\rangle ,
\]

with \(F=+\infty\) if no state has density \(\rho\). This is the search over pure states.

Write \(s^c\) for the complement of \(s\). The hole Hamiltonian and the hole state are

\[
H'_{st}=H_{s^c t^c},\qquad \psi'(s)=\psi(s^c),
\]

where \(s,t\) now have \(M\) elements.

## The two dualities

The claim is

\[
E(H+V(v))=E(H'+V(-v))+\sum_i v_i,\qquad F(H,\rho)=F(H',1-\rho).
\]

Complementation is a bijection between configurations of \(N\) and of \(M\) sites, so sums can be relabelled. The norm is therefore preserved, and so is the energy:

\[
\langle\psi'|H'|\psi'\rangle=\sum_{s,t}\overline{\psi(s^c)}\,H_{s^ct^c}\,\psi(t^c)=\langle\psi|H|\psi\rangle .
\]

Also \(\overline{H'_{ts}}=\overline{H_{t^cs^c}}=H_{s^ct^c}=H'_{st}\), so \(H'\) is Hermitian. Since \(n_i(s)=1-n_i(s^c)\), a normalized state has

\[
\rho'_i=\sum_s\bigl(1-n_i(s^c)\bigr)|\psi(s^c)|^2=1-\rho_i .
\]

The potential contributes \(\sum_s\sum_i v_in_i(s)|\psi(s)|^2=\sum_i v_i\rho_i\). Hence

\[
\langle\psi'|H'+V(-v)|\psi'\rangle+\sum_i v_i
=\langle\psi|H|\psi\rangle-\sum_i v_i(1-\rho_i)+\sum_i v_i
=\langle\psi|H+V(v)|\psi\rangle .
\]

The minimum exists because the energy is continuous on the unit sphere, which is compact and non-empty. Carrying a minimizer for particles to holes gives \(E(H'+V(-v))+\sum_i v_i\le E(H+V(v))\); carrying a minimizer for holes back gives the reverse inequality.

For the functional, \(\psi\mapsto\psi'\) matches the normalized states of density \(\rho\) with those of density \(1-\rho\), at equal energy. The two sets of energies coincide, and so do their infima.

## Hard-core bosons and their holes

Let a particle hop from \(j\) to \(i\) with real amplitude \(J_{ij}=J_{ji}\), and let the interaction be \(\sum_{i,j}U_{ij}(n_i-\tfrac12)(n_j-\tfrac12)\). A hop is a pair with \(s\setminus t=\{i\}\) and \(t\setminus s=\{j\}\). Because \(s^c\setminus t^c=t\setminus s\), complementation reverses the hop, which symmetry of \(J\) leaves unchanged. Each factor \(n_i-\tfrac12\) changes sign, so the products are unchanged. Thus \(H'\) has the same parameters as \(H\), and for \(N=M\) it is the same matrix: \(F(H,\rho)=F(H,1-\rho)\).

For lattice density functional theory, this gives an exact symmetry that an approximate functional for this Hamiltonian should respect at half filling. The form of the interaction matters: with \(\sum_{i,j}U_{ij}n_in_j\) instead, \(F\) changes by a constant and a term linear in \(\rho\), and the symmetry can fail. Take an open chain of four sites with \(U_{ij}=u>0\) for nearest neighbours and 0 otherwise. The densities \((1,0,0,1)\) and \((0,1,1,0)\) each belong to a single configuration, so hopping contributes nothing, and \(F\) is 0 for the first and \(2u\) for the second.

The smallest non-empty half-filled lattice has one particle on sites 0 and 1. For \(\rho_0,\rho_1\ge0\) with \(\rho_0+\rho_1=1\), the amplitudes have moduli \(\sqrt{\rho_0}\) and \(\sqrt{\rho_1}\), and choosing their relative phase gives

\[
F(H,\rho)=-2|J_{01}|\sqrt{\rho_0\rho_1}+\tfrac14(U_{00}+U_{11}-U_{01}-U_{10}).
\]

Here \(1-\rho\) merely exchanges \(\rho_0\) and \(\rho_1\), and the symmetry is visible.

## The duality in Lean

```lean
import Mathlib

open Matrix

namespace LatticeDFTParticleHole

noncomputable section
```

Sites are the elements of `Fin L`, numbered from 0. The type `Config L N` carries the particle number in its definition, and `State L N` includes unnormalized amplitudes.

```lean
/-- Configurations of `N` particles on `L` sites: the `N`-element sets of occupied sites. -/
abbrev Config (L N : ℕ) := {s : Finset (Fin L) // s.card = N}

/-- An `N`-particle state: one complex amplitude for each configuration. -/
abbrev State (L N : ℕ) := Config L N → ℂ
```

The hypothesis `h : N + M = L` fixes the number of holes. With it, `compl h` is complementation as an invertible map between configurations.

```lean
variable {L N M : ℕ}

/-- Exchange of particles and holes: a configuration goes to its set of empty sites. -/
def compl (h : N + M = L) : Config L N ≃ Config L M where
  toFun s := ⟨s.1ᶜ, by rw [Finset.card_compl, Fintype.card_fin, s.2]; omega⟩
  invFun s := ⟨s.1ᶜ, by rw [Finset.card_compl, Fintype.card_fin, s.2]; omega⟩
  left_inv s := Subtype.ext (compl_compl s.1)
  right_inv s := Subtype.ext (compl_compl s.1)
```

The matrix `hole h H` is \(H'\), and `holeState h ψ` is \(\psi'\). No signs are attached to the relabelling.

```lean
/-- The Hamiltonian transported to the configurations of holes. -/
def hole (h : N + M = L) (H : Matrix (Config L N) (Config L N) ℂ) :
    Matrix (Config L M) (Config L M) ℂ :=
  H.submatrix (compl h).symm (compl h).symm

/-- The state transported to the configurations of holes. -/
def holeState (h : N + M = L) (ψ : State L N) : State L M :=
  fun s => ψ ((compl h).symm s)
```

Occupation, normalization, density and potential follow the formulas above.

```lean
/-- Occupation number (0 or 1) of site `i` in a configuration. -/
def occ (s : Config L N) (i : Fin L) : ℝ := if i ∈ s.1 then 1 else 0

/-- The total probability is one. -/
def IsNormalized (ψ : State L N) : Prop := ∑ s, ‖ψ s‖ ^ 2 = 1

/-- The site density `ρ i = ⟨ψ|n i|ψ⟩`. -/
def density (ψ : State L N) (i : Fin L) : ℝ := ∑ s, occ s i * ‖ψ s‖ ^ 2

/-- The external potential `∑ i, v i * n i` as an operator. -/
def potential (v : Fin L → ℝ) : Matrix (Config L N) (Config L N) ℂ :=
  Matrix.diagonal fun s => ((∑ i, v i * occ s i : ℝ) : ℂ)
```

The function `expect` takes the real part of \(\langle\psi|H|\psi\rangle\), so it is defined for any matrix; the dualities are accordingly stated without a Hermiticity hypothesis. They have their physical meaning when \(H\) is Hermitian.

```lean
/-- The real part of `⟨ψ|H|ψ⟩`. -/
def expect (H : Matrix (Config L N) (Config L N) ℂ) (ψ : State L N) : ℝ :=
  (star ψ ⬝ᵥ H *ᵥ ψ).re
```

The ground energy is a real infimum, while `levyLieb` takes values in `EReal`, the reals extended by \(\pm\infty\), where the infimum of the empty set is \(+\infty\).

```lean
/-- The ground energy: the infimum of the energy over normalized states, for `N ≤ L`. -/
def groundEnergy (H : Matrix (Config L N) (Config L N) ℂ) : ℝ :=
  sInf (expect H '' {ψ | IsNormalized ψ})

/-- The Levy-Lieb constrained search over normalized states of density `ρ`;
it is `+∞` if there are none. -/
def levyLieb (H : Matrix (Config L N) (Config L N) ℂ) (ρ : Fin L → ℝ) : EReal :=
  sInf ((fun ψ => (expect H ψ : EReal)) '' {ψ | IsNormalized ψ ∧ density ψ = ρ})
```

For Hermitian \(H\), the real part is the whole expectation value. The proof shows that the number equals its conjugate: conjugate the double sum, exchange the order of summation, and use \(\overline{H_{st}}=H_{ts}\).

```lean
/-- For a Hermitian Hamiltonian `⟨ψ|H|ψ⟩` is real, so `expect` is the full expectation value. -/
theorem expect_eq_of_isHermitian {H : Matrix (Config L N) (Config L N) ℂ}
    (hH : H.IsHermitian) (ψ : State L N) : (expect H ψ : ℂ) = star ψ ⬝ᵥ H *ᵥ ψ := by
  apply Complex.conj_eq_iff_re.mp
  simp only [dotProduct, Matrix.mulVec, Finset.mul_sum, map_sum, map_mul, Pi.star_apply,
    Complex.star_def, starRingEnd_self_apply]
  rw [Finset.sum_comm]
  refine Finset.sum_congr rfl fun t _ => Finset.sum_congr rfl fun s _ => ?_
  have e : starRingEnd ℂ (H s t) = H t s := hH.apply t s
  rw [e]
  ring
```

Relabelling rows and columns alike keeps a matrix Hermitian.

```lean
/-- The transport of a Hermitian Hamiltonian to holes is Hermitian. -/
theorem isHermitian_hole (h : N + M = L) {H : Matrix (Config L N) (Config L N) ℂ}
    (hH : H.IsHermitian) : (hole h H).IsHermitian :=
  hH.submatrix _
```

Energy preservation relabels two sums with `Equiv.sum_comp`: `inner` treats the matrix–vector product, and `outer` the scalar product with the state.

```lean
/-- Transporting both the Hamiltonian and the state leaves the energy unchanged. -/
theorem expect_hole (h : N + M = L) (H : Matrix (Config L N) (Config L N) ℂ)
    (ψ : State L N) : expect (hole h H) (holeState h ψ) = expect H ψ := by
  have inner : ∀ s, (hole h H *ᵥ holeState h ψ) s = (H *ᵥ ψ) ((compl h).symm s) := fun s =>
    Equiv.sum_comp (compl h).symm (fun t => H ((compl h).symm s) t * ψ t)
  have outer : star (holeState h ψ) ⬝ᵥ (hole h H *ᵥ holeState h ψ) = star ψ ⬝ᵥ H *ᵥ ψ := by
    unfold dotProduct
    exact (Finset.sum_congr rfl fun s _ =>
      congrArg (fun z => star (ψ ((compl h).symm s)) * z) (inner s)).trans
      (Equiv.sum_comp (compl h).symm (fun s => star (ψ s) * (H *ᵥ ψ) s))
  unfold expect
  rw [outer]
```

In the density lemma, `hocc` is \(n_i(s)=1-n_i(s^c)\). After relabelling, normalization turns the first term into 1.

```lean
/-- For a normalized state, the density of holes is one minus the density of particles. -/
theorem density_hole (h : N + M = L) {ψ : State L N} (hψ : IsNormalized ψ) (i : Fin L) :
    density (holeState h ψ) i = 1 - density ψ i := by
  have hocc : ∀ s : Config L M, occ s i = 1 - occ ((compl h).symm s) i := by
    intro s
    by_cases hi : i ∈ s.1 <;> simp [occ, compl, hi]
  calc density (holeState h ψ) i
      = ∑ s, (1 - occ ((compl h).symm s) i) * ‖ψ ((compl h).symm s)‖ ^ 2 :=
        Finset.sum_congr rfl fun s _ => by rw [hocc s]; rfl
    _ = ∑ s, (1 - occ s i) * ‖ψ s‖ ^ 2 :=
        Equiv.sum_comp (compl h).symm (fun s => (1 - occ s i) * ‖ψ s‖ ^ 2)
    _ = 1 - density ψ i := by
        unfold IsNormalized at hψ
        simp only [sub_mul, one_mul, Finset.sum_sub_distrib, hψ, density]
```

For the potential, `pt` evaluates one diagonal term, \(\mathrm{Re}(\bar z\,w z)=w|z|^2\) for real \(w\). Exchanging the sums over sites and configurations then produces the density.

```lean
/-- The external potential enters the energy only through the density, as `∑ i, v i * ρ i`. -/
theorem expect_add_potential (H : Matrix (Config L N) (Config L N) ℂ) (v : Fin L → ℝ)
    (ψ : State L N) :
    expect (H + potential v) ψ = expect H ψ + ∑ i, v i * density ψ i := by
  have pt : ∀ (z : ℂ) (w : ℝ), (star z * ((w : ℂ) * z)).re = w * ‖z‖ ^ 2 := by
    intro z w
    rw [← Complex.normSq_eq_norm_sq, Complex.normSq_apply]
    simp only [Complex.star_def, Complex.mul_re, Complex.mul_im, Complex.conj_re,
      Complex.conj_im, Complex.ofReal_re, Complex.ofReal_im]
    ring
  unfold expect
  rw [Matrix.add_mulVec, dotProduct_add, Complex.add_re]
  congr 1
  simp only [potential, dotProduct, Matrix.mulVec_diagonal, Complex.re_sum, Pi.star_apply, pt]
  simp only [density, Finset.mul_sum, Finset.sum_mul]
  rw [Finset.sum_comm]
  exact Finset.sum_congr rfl fun i _ => Finset.sum_congr rfl fun s _ => by ring
```

`IsLeast` says that the ground energy is both a lower bound and the energy of some normalized state. The proof supplies compactness (`hK`), continuity (`hE`) and a normalized state concentrated on one configuration (`hne`), which exists because \(N\le L\).

```lean
/-- If `N ≤ L`, the ground energy is attained by a normalized state. -/
theorem groundEnergy_isLeast (hN : N ≤ L) (H : Matrix (Config L N) (Config L N) ℂ) :
    IsLeast (expect H '' {ψ | IsNormalized ψ}) (groundEnergy H) := by
  -- the unit sphere is closed and bounded
  have hK : IsCompact {ψ : State L N | IsNormalized ψ} := by
    apply Metric.isCompact_of_isClosed_isBounded
    · exact isClosed_eq (by fun_prop) continuous_const
    · refine (Metric.isBounded_closedBall (x := (0 : State L N)) (r := 1)).subset ?_
      intro ψ hψ
      rw [mem_closedBall_zero_iff, pi_norm_le_iff_of_nonneg zero_le_one]
      intro s
      have h1 : ‖ψ s‖ ^ 2 ≤ ∑ t, ‖ψ t‖ ^ 2 :=
        Finset.single_le_sum (f := fun t => ‖ψ t‖ ^ 2) (fun t _ => sq_nonneg _)
          (Finset.mem_univ s)
      have h2 : ∑ t, ‖ψ t‖ ^ 2 = 1 := hψ
      nlinarith [norm_nonneg (ψ s)]
  have hc : Continuous fun ψ : State L N => ∑ s, star (ψ s) * ∑ t, H s t * ψ t := by
    fun_prop
  have hE : Continuous (expect H) := Complex.continuous_re.comp hc
  -- a single configuration is a normalized state
  have hne : {ψ : State L N | IsNormalized ψ}.Nonempty := by
    obtain ⟨s, -, hs⟩ := Finset.exists_subset_card_eq
      (s := (Finset.univ : Finset (Fin L))) (n := N) (by simpa using hN)
    refine ⟨fun t => if t = ⟨s, hs⟩ then 1 else 0, ?_⟩
    change ∑ t : Config L N, ‖(if t = ⟨s, hs⟩ then (1 : ℂ) else 0)‖ ^ 2 = 1
    rw [Finset.sum_eq_single (⟨s, hs⟩ : Config L N)]
    · simp
    · intro b _ hb
      simp [hb]
    · simp
  exact (hK.image hE).isLeast_sInf (hne.image _)
```

In the energy duality, `key` is the identity for a single state derived above. The two branches after `le_antisymm` transport the minimizers, first from holes to particles and then from particles to holes.

```lean
/-- Particle-hole duality of the ground energy: `N` particles in the potential `v` have the
energy of `L - N` holes in the potential `-v`, plus `∑ i, v i`. -/
theorem groundEnergy_particle_hole (h : N + M = L)
    (H : Matrix (Config L N) (Config L N) ℂ) (v : Fin L → ℝ) :
    groundEnergy (H + potential v)
      = groundEnergy (hole h H + potential (-v)) + ∑ i, v i := by
  have key : ∀ ψ : State L N, IsNormalized ψ → expect (H + potential v) ψ
      = expect (hole h H + potential (-v)) (holeState h ψ) + ∑ i, v i := by
    intro ψ hn
    rw [expect_add_potential, expect_add_potential, expect_hole]
    simp only [density_hole h hn, Pi.neg_apply, neg_mul, mul_sub, mul_one,
      Finset.sum_sub_distrib, Finset.sum_neg_distrib]
    ring
  have hA := groundEnergy_isLeast (by omega) (H + potential v)
  have hB := groundEnergy_isLeast (by omega) (hole h H + potential (-v))
  apply le_antisymm
  · -- bring the minimizer for holes back to particles
    obtain ⟨φ, hφ, hEφ⟩ := hB.1
    obtain ⟨ψ, rfl⟩ : ∃ ψ, holeState h ψ = φ :=
      ⟨fun s => φ (compl h s), by funext s; simp [holeState]⟩
    have hn : IsNormalized ψ :=
      (Equiv.sum_comp (compl h).symm fun s => ‖ψ s‖ ^ 2).symm.trans hφ
    have h1 := hA.2 ⟨ψ, hn, rfl⟩
    linarith [key ψ hn]
  · -- transport the minimizer for particles to holes
    obtain ⟨ψ, hn, hEψ⟩ := hA.1
    have hφ : IsNormalized (holeState h ψ) :=
      (Equiv.sum_comp (compl h).symm fun s => ‖ψ s‖ ^ 2).trans hn
    have h1 := hB.2 ⟨holeState h ψ, hφ, rfl⟩
    linarith [key ψ hn]
```

The functional duality holds for every real function `ρ` on the sites, including those that no state realizes, where both sides are \(+\infty\). After `congr 1` and `ext e`, the goal is that an energy `e` belongs to one constrained set exactly when it belongs to the other. Each direction transports a state and checks its norm, density and energy.

```lean
/-- Particle-hole duality of the Levy-Lieb functional: its value at `ρ` is the value of the
functional of the transported Hamiltonian at `1 - ρ`. -/
theorem levyLieb_particle_hole (h : N + M = L)
    (H : Matrix (Config L N) (Config L N) ℂ) (ρ : Fin L → ℝ) :
    levyLieb H ρ = levyLieb (hole h H) (fun i => 1 - ρ i) := by
  unfold levyLieb
  congr 1
  ext e
  constructor
  · rintro ⟨ψ, ⟨hn, hd⟩, rfl⟩
    refine ⟨holeState h ψ,
      ⟨(Equiv.sum_comp (compl h).symm fun s => ‖ψ s‖ ^ 2).trans hn, ?_⟩, ?_⟩
    · funext i
      rw [density_hole h hn, hd]
    · exact congrArg Real.toEReal (expect_hole h H ψ)
  · rintro ⟨φ, ⟨hφ, hd⟩, rfl⟩
    obtain ⟨ψ, rfl⟩ : ∃ ψ, holeState h ψ = φ :=
      ⟨fun s => φ (compl h s), by funext s; simp [holeState]⟩
    have hn : IsNormalized ψ :=
      (Equiv.sum_comp (compl h).symm fun s => ‖ψ s‖ ^ 2).symm.trans hφ
    refine ⟨ψ, ⟨hn, ?_⟩, congrArg Real.toEReal (expect_hole h H ψ).symm⟩
    funext i
    have h1 := congrFun hd i
    rw [density_hole h hn] at h1
    linarith
```

In `hardCore` the hopping enters with a plus sign, whereas many textbooks put a minus sign in front of the amplitude. The interaction sum runs over ordered pairs, so each pair of distinct sites appears twice; the terms with \(i=j\) add only a constant.

```lean
/-- Hard-core bosons: a particle hops from site `j` to site `i` with amplitude `J i j`, and
sites interact through `U i j * (n i - 1/2) * (n j - 1/2)`. -/
def hardCore (J U : Fin L → Fin L → ℝ) (N : ℕ) : Matrix (Config L N) (Config L N) ℂ :=
  Matrix.of fun s t =>
    (((∑ i, ∑ j, if s.1 \ t.1 = {i} ∧ t.1 \ s.1 = {j} then J i j else 0)
      + (if s = t then ∑ i, ∑ j, U i j * (occ s i - 1 / 2) * (occ s j - 1 / 2) else 0) : ℝ) : ℂ)
```

The next proof compares matrix entries. `hdiff` reverses the hop, and `Finset.sum_comm` with `hJ` restores the original amplitude. In the interaction, `hocc` changes the sign of both factors.

```lean
/-- For symmetric hopping, the hard-core boson Hamiltonian of the particles is transported to
the one of the holes, with the same parameters. -/
theorem hole_hardCore (h : N + M = L) {J : Fin L → Fin L → ℝ} (hJ : ∀ i j, J i j = J j i)
    (U : Fin L → Fin L → ℝ) : hole h (hardCore J U N) = hardCore J U M := by
  have hocc : ∀ (s : Config L M) i, occ ((compl h).symm s) i = 1 - occ s i := by
    intro s i
    by_cases hi : i ∈ s.1 <;> simp [occ, compl, hi]
  have hval : ∀ s : Config L M, ((compl h).symm s).1 = s.1ᶜ := fun _ => rfl
  have hdiff : ∀ a b : Finset (Fin L), aᶜ \ bᶜ = b \ a := by
    intro a b
    ext x
    simp [and_comm]
  ext s t
  simp only [hole, Matrix.submatrix_apply, hardCore, Matrix.of_apply]
  congr 2
  · -- a particle hopping one way is a hole hopping the other way
    simp only [hval, hdiff]
    rw [Finset.sum_comm]
    exact Finset.sum_congr rfl fun x _ => Finset.sum_congr rfl fun y _ =>
      if_congr and_comm (hJ y x) rfl
  · -- both factors of the interaction change sign
    refine if_congr (compl h).symm.apply_eq_iff_eq ?_ rfl
    refine Finset.sum_congr rfl fun i _ => Finset.sum_congr rfl fun j _ => ?_
    rw [hocc, hocc]
    ring
```

The step left to the reader in other models is to identify `hole h H` as a Hamiltonian with known parameters. Take spinless fermions, with basis states built in the order of the site numbers. A hop between sites \(i\) and \(j\) then carries the sign \((-1)^k\), where \(k\) is the number of particles strictly between them. Complementation replaces \(k\) by \(|i-j|-1-k\), so it multiplies a real symmetric hopping amplitude by \((-1)^{|i-j|-1}\): hops between consecutive sites keep their amplitude, and hops that skip one site change sign.

At half filling `M` is `N`, so substituting the last result into the functional duality gives the symmetry.

```lean
/-- At half filling, the Levy-Lieb functional of hard-core bosons with symmetric hopping takes
the same value at `ρ` and at `1 - ρ`. -/
theorem levyLieb_hardCore_half_filling (h : N + N = L) {J : Fin L → Fin L → ℝ}
    (hJ : ∀ i j, J i j = J j i) (U : Fin L → Fin L → ℝ) (ρ : Fin L → ℝ) :
    levyLieb (hardCore J U N) ρ = levyLieb (hardCore J U N) (fun i => 1 - ρ i) := by
  have h1 := levyLieb_particle_hole h (hardCore J U N) ρ
  rwa [hole_hardCore h hJ U] at h1

end

end LatticeDFTParticleHole
```

```lean
#print axioms LatticeDFTParticleHole.isHermitian_hole
-- 'LatticeDFTParticleHole.isHermitian_hole' depends on axioms: [propext, Classical.choice, Quot.sound]
#print axioms LatticeDFTParticleHole.groundEnergy_particle_hole
-- 'LatticeDFTParticleHole.groundEnergy_particle_hole' depends on axioms: [propext, Classical.choice, Quot.sound]
#print axioms LatticeDFTParticleHole.levyLieb_particle_hole
-- 'LatticeDFTParticleHole.levyLieb_particle_hole' depends on axioms: [propext, Classical.choice, Quot.sound]
#print axioms LatticeDFTParticleHole.levyLieb_hardCore_half_filling
-- 'LatticeDFTParticleHole.levyLieb_hardCore_half_filling' depends on axioms: [propext, Classical.choice, Quot.sound]
```
